# A continuous n-th root of the r-th power of the Bloch phase can take equal values at k = 0 and k = 2π only if n divides r

The Bloch phase exp(ik) of a full lattice translation winds once round the unit circle as k runs from 0 to 2π, so its r-th power winds r times. The theorem takes a natural number r, a positive integer n and a continuous complex function f on the real line with f(k)ⁿ = exp(irk) for all k and f(2π) = f(0), and concludes that n divides r. The proof multiplies f(k) by exp(−irk/n), which leaves a continuous function whose values are all n-th roots of unity. There are finitely many of these, so the function is constant, and comparing its values at 0 and 2π forces r/n to be an integer.

Lean 4 with Mathlib refuses this proof:

```lean
import Mathlib

open Matrix ComplexConjugate

namespace DvdOfPeriodicRoot

noncomputable section

local notation "M₂" => Matrix (Fin 2) (Fin 2) ℂ

/-- The Bloch phase `exp(ik)` of a full lattice translation. -/
def phase (k : ℝ) : ℂ := Complex.exp (k * Complex.I)

/-- If a continuous function with equal values at `0` and `2π` has `n`-th power `exp(irk)`,
with `n` positive, then `n` divides the winding number `r`. -/
theorem dvd_of_periodic_root {n r : ℕ} (hn : 0 < n) {f : ℝ → ℂ} (hf : Continuous f)
    (hper : f (2 * Real.pi) = f 0) (hpow : ∀ k, f k ^ n = phase k ^ r) : n ∣ r := by
  have hn' : (n : ℂ) ≠ 0 := by exact_mod_cast hn.ne'
  obtain ⟨c, hc⟩ : ∃ c : ℂ, n * c = -(r * Complex.I) :=
    ⟨-(r * Complex.I) / n, by field_simp⟩
  -- Dividing out the fractional winding leaves an `n`-th root of unity.
  have hg : Continuous fun k : ℝ => f k * Complex.exp (k * c) := by fun_prop
  have hgn : ∀ k : ℝ, (f k * Complex.exp (k * c)) ^ n = 1 := by
    intro k
    have e : (r : ℂ) * (k * Complex.I) + n * (k * c) = 0 := by
      linear_combination (k : ℂ) * hc
    rw [mul_pow, hpow, phase, ← Complex.exp_nat_mul, ← Complex.exp_nat_mul,
      ← Complex.exp_add, e, Complex.exp_zero]
  have hT : {z : ℂ | z ^ n = 1}.Finite :=
    (Polynomial.nthRoots n (1 : ℂ)).toFinset.finite_toSet.subset fun z hz =>
      Finset.mem_coe.2 (Multiset.mem_toFinset.2 ((Polynomial.mem_nthRoots hn).2 hz))
  haveI : Finite {z : ℂ | z ^ n = 1} := hT.to_subtype
  -- A continuous function with finitely many values is constant.
  have h := isPreconnected_univ.constant_of_mapsTo (T := {z : ℂ | z ^ n = 1})
    hg.continuousOn (fun k _ => hgn k) (Set.mem_univ (2 * Real.pi)) (Set.mem_univ (0 : ℝ))
  simp only [hper] at h
  have hf0 : f 0 ≠ 0 := by
    intro h0
    have h1 := hpow 0
    simp [h0, phase, hn.ne'] at h1
  have h1 : Complex.exp (((2 * Real.pi : ℝ) : ℂ) * c) = 1 := by
    apply mul_left_cancel₀ hf0
    rw [h]
    simp
  obtain ⟨m, hm⟩ := Complex.exp_eq_one_iff.1 h1
  have hpi : (Real.pi : ℂ) ≠ 0 := by exact_mod_cast Real.pi_ne_zero
  push_cast at hm
  have hcm : c = m * Complex.I := by
    apply mul_left_cancel₀ (mul_ne_zero two_ne_zero hpi)
    linear_combination hm
  have hr : (r : ℂ) = -(n * m) := by
    apply mul_right_cancel₀ Complex.I_ne_zero
    rw [hcm] at hc
    linear_combination hc
  have hz : (r : ℤ) = n * (-m) := by
    rw [mul_neg]
    exact_mod_cast hr
  exact Int.natCast_dvd_natCast.1 ⟨-m, hz⟩

end

end DvdOfPeriodicRoot
```

The error:

```
Main.lean:32:2: warning: Try this: 
  haveI̵

The goal is a proposition, so `have` is preferred over `haveI`.
The difference between `have` and `haveI` is that `haveI` inlines the value.
But this is not relevant for proofs because of proof irrelevance.

Note: This linter can be disabled with `set_option linter.style.haveILetI false`
Main.lean:35:4: error: Application type mismatch: The argument
  Continuous.continuousOn hg
has type
  ContinuousOn (fun k => f k * Complex.exp (↑k * c)) ?m.319
but is expected to have type
  IsDiscrete {z | z ^ n = 1}
in the application
  @IsPreconnected.constant_of_mapsTo ?m.301 ?m.302 Set.univ isPreconnected_univ ℂ ?m.305 {z | z ^ n = 1}
    (Continuous.continuousOn hg)
Main.lean:35:32: error: Type mismatch
  hgn k
has type
  (f k * Complex.exp (↑k * c)) ^ n = 1
but is expected to have type
  ContinuousWithinAt ?m.320 Set.univ k
Main.lean:17:82: error: unsolved goals
n r : ℕ
hn : 0 < n
f : ℝ → ℂ
hf : Continuous f
hper : f (2 * Real.pi) = f 0
hpow : ∀ (k : ℝ), f k ^ n = phase k ^ r
hn' : ↑n ≠ 0
c : ℂ
hc : ↑n * c = -(↑r * Complex.I)
hg : Continuous fun k => f k * Complex.exp (↑k * c)
hgn : ∀ (k : ℝ), (f k * Complex.exp (↑k * c)) ^ n = 1
hT : {z | z ^ n = 1}.Finite
this : Finite ↑{z | z ^ n = 1}
⊢ n ∣ r
```

Cause. The lemma `IsPreconnected.constant_of_mapsTo` needs the target set to be discrete, and takes a proof of `IsDiscrete {z | z ^ n = 1}` as an explicit argument before the continuity proof. The attempt left it out, so every later argument stood one place too early. `hg.continuousOn` met the demand for discreteness, and `fun k _ => hgn k` met the demand for continuity, which unfolds to `ContinuousWithinAt` at each point; hence the two mismatches. The unsolved goal `n ∣ r` is a consequence: the proof stopped at this step, before `h` was available.

The repair inserts `⟨inferInstance⟩`, which builds the `IsDiscrete` proof from the discrete topology on the set. Lean finds that instance because the set is finite, a fact already in the context, and points are closed in `ℂ`. The other arguments then fall into their proper places.

Changing `haveI` to `have` is mere tidying that answers the linter's warning; the finiteness instance is available either way.

Lean accepts the file once it reads:

```diff
@@ -30,8 +30,9 @@
     (Polynomial.nthRoots n (1 : ℂ)).toFinset.finite_toSet.subset fun z hz =>
       Finset.mem_coe.2 (Multiset.mem_toFinset.2 ((Polynomial.mem_nthRoots hn).2 hz))
-  haveI : Finite {z : ℂ | z ^ n = 1} := hT.to_subtype
+  have : Finite {z : ℂ | z ^ n = 1} := hT.to_subtype
   -- A continuous function with finitely many values is constant.
   have h := isPreconnected_univ.constant_of_mapsTo (T := {z : ℂ | z ^ n = 1})
-    hg.continuousOn (fun k _ => hgn k) (Set.mem_univ (2 * Real.pi)) (Set.mem_univ (0 : ℝ))
+    ⟨inferInstance⟩ hg.continuousOn (fun k _ => hgn k)
+    (Set.mem_univ (2 * Real.pi)) (Set.mem_univ (0 : ℝ))
   simp only [hper] at h
   have hf0 : f 0 ≠ 0 := by
```
